# Temple's lower bound on the lowest eigenvalue of a finite-dimensional Hermitian operator

Let \(V\) be a complex inner product space. The inner product \(\langle x,y\rangle\) is conjugate-linear in its first argument and linear in its second, as in Dirac notation. Lean writes it `inner ℂ x y`.

```lean
import Mathlib

open Module.End

namespace TempleBound

noncomputable section

variable {V : Type*} [NormedAddCommGroup V] [InnerProductSpace ℂ V]
```

The Hamiltonian is a linear map \(H:V\to V\), defined on all of \(V\). It is Hermitian in the sense that \(\langle Hx,y\rangle=\langle x,Hy\rangle\) for all \(x,y\), which is the hypothesis `H.IsSymmetric` in every theorem. For a state \(x\) with \(\|x\|=1\), the energy is

\[
E=\operatorname{Re}\langle x,Hx\rangle .
\]

For Hermitian \(H\) the inner product is already real, and taking the real part only makes \(E\) a real number by type.

```lean
/-- The energy expectation value of `H` in the state `x`, for a unit vector `x`. -/
def energy (H : V →ₗ[ℂ] V) (x : V) : ℝ := (inner ℂ x (H x)).re
```

The residual \(Hx-Ex\) measures how far \(x\) is from being an eigenvector. Its squared norm is the energy variance,

\[
s^2=\|Hx-Ex\|^2 .
\]

```lean
/-- The energy variance of a unit vector `x`: the squared norm of the residual `H x - E x`. -/
def variance (H : V →ₗ[ℂ] V) (x : V) : ℝ := ‖H x - (energy H x : ℂ) • x‖ ^ 2
```

Neither definition divides by \(\|x\|^2\), so both carry their physical meaning only for unit vectors. The theorems about them accordingly assume norm one.

Eigenvalues enter as real numbers \(\mu\) with `HasEigenvalue H (μ : ℂ)`. Since a Hermitian operator has only real eigenvalues, no part of the point spectrum is missed. Parts (b) to (f) take \(V\) to be finite-dimensional, while (a) and (g) do not need this. A number next to \(H\), as in \(H-a\), stands for that multiple of the identity.

## (a) The expectation value of two shifted Hamiltonians

**Task.** Let \(x\) be a unit vector and let \(a,b\) be real. Show that

\[
\operatorname{Re}\langle (H-a)x,(H-b)x\rangle=s^2+(E-a)(E-b).
\]

**Solution.** Expand the inner product:

\[
\langle Hx,Hx\rangle-b\langle Hx,x\rangle-a\langle x,Hx\rangle+ab\langle x,x\rangle .
\]

Hermiticity gives \(\langle Hx,x\rangle=\langle x,Hx\rangle\), and \(\langle x,x\rangle=1\). The real part is therefore

\[
\|Hx\|^2-(a+b)E+ab .
\]

For \(a=b=E\) the left side is the variance, so \(s^2=\|Hx\|^2-E^2\). Substituting \(\|Hx\|^2=s^2+E^2\) gives

\[
s^2+E^2-(a+b)E+ab=s^2+(E-a)(E-b).
\]

```lean
/-- For a unit vector, the expectation value of `(H - a)(H - b)` is the variance
plus `(E - a)(E - b)`. -/
theorem shifted_product {H : V →ₗ[ℂ] V} (hH : H.IsSymmetric) {x : V} (hx : ‖x‖ = 1)
    (a b : ℝ) :
    (inner ℂ (H x - (a : ℂ) • x) (H x - (b : ℂ) • x)).re
      = variance H x + (energy H x - a) * (energy H x - b) := by
  have hxx : inner ℂ x x = (1 : ℂ) := by
    rw [inner_self_eq_norm_sq_to_K, hx]
    simp
  -- expand the product for arbitrary shifts
  have key : ∀ c d : ℝ, (inner ℂ (H x - (c : ℂ) • x) (H x - (d : ℂ) • x)).re
      = (inner ℂ (H x) (H x)).re - (c + d) * energy H x + c * d := by
    intro c d
    simp only [inner_sub_left, inner_sub_right, inner_smul_left, inner_smul_right,
      Complex.conj_ofReal, hH x x, hxx, mul_one, Complex.sub_re, Complex.re_ofReal_mul,
      Complex.ofReal_re, energy]
    ring
  -- the variance is the case in which both shifts equal the energy
  have hv : variance H x = (inner ℂ (H x - (energy H x : ℂ) • x)
      (H x - (energy H x : ℂ) • x)).re :=
    (inner_self_eq_norm_sq (𝕜 := ℂ) _).symm
  rw [hv, key, key]
  ring
```

The statement keeps one shifted operator on each side of the inner product. By Hermiticity this is the expectation value of \((H-a)(H-b)\). In the proof, `key` is the expansion for arbitrary shifts `c` and `d`, and `hv` identifies the variance as the case where both shifts equal \(E\). Using `key` once for the variance and once for the left side leaves an identity between polynomials, which `ring` settles.

## (b) Positivity across a spectral gap

**Task.** Let \(V\) be finite-dimensional and \(a\le b\), and suppose that no eigenvalue of \(H\) lies strictly between \(a\) and \(b\). Show that for every \(x\)

\[
\operatorname{Re}\langle (H-a)x,(H-b)x\rangle\ge 0 .
\]

**Solution.** Choose an orthonormal eigenbasis \(e_i\) with \(He_i=\lambda_i e_i\). Hermiticity gives

\[
\langle (H-a)x,e_i\rangle=(\lambda_i-a)\langle x,e_i\rangle,\qquad
\langle e_i,(H-b)x\rangle=(\lambda_i-b)\langle e_i,x\rangle .
\]

Inserting the resolution of the identity between the two vectors yields

\[
\langle (H-a)x,(H-b)x\rangle=\sum_i(\lambda_i-a)(\lambda_i-b)\,|\langle e_i,x\rangle|^2 .
\]

If \(\lambda_i\le a\), then also \(\lambda_i\le b\), and both factors are at most zero. If \(\lambda_i\ge b\), then also \(\lambda_i\ge a\), and both are at least zero. Every term is thus nonnegative.

```lean
/-- If no eigenvalue lies strictly between `a` and `b`, the expectation value of
`(H - a)(H - b)` is nonnegative. -/
theorem gap_positivity [FiniteDimensional ℂ V] {H : V →ₗ[ℂ] V} (hH : H.IsSymmetric)
    {a b : ℝ} (hab : a ≤ b)
    (hgap : ∀ μ : ℝ, HasEigenvalue H (μ : ℂ) → μ ≤ a ∨ b ≤ μ) (x : V) :
    0 ≤ (inner ℂ (H x - (a : ℂ) • x) (H x - (b : ℂ) • x)).re := by
  obtain ⟨e, he⟩ : ∃ e : OrthonormalBasis (Fin (Module.finrank ℂ V)) ℂ V,
      ∀ i, ∃ l : ℝ, H (e i) = (l : ℂ) • e i ∧ HasEigenvalue H (l : ℂ) :=
    ⟨hH.eigenvectorBasis rfl, fun i => ⟨hH.eigenvalues rfl i,
      hH.apply_eigenvectorBasis rfl i, hH.hasEigenvalue_eigenvalues rfl i⟩⟩
  rw [← e.sum_inner_mul_inner, Complex.re_sum]
  apply Finset.sum_nonneg
  intro i _
  obtain ⟨l, hl, hev⟩ := he i
  have h1 : inner ℂ (H x - (a : ℂ) • x) (e i) = ((l : ℂ) - a) * inner ℂ x (e i) := by
    rw [inner_sub_left, hH x (e i), hl, inner_smul_right, inner_smul_left,
      Complex.conj_ofReal]
    ring
  have h2 : inner ℂ (e i) (H x - (b : ℂ) • x) = ((l : ℂ) - b) * inner ℂ (e i) x := by
    rw [inner_sub_right, ← hH (e i) x, hl, inner_smul_left, inner_smul_right,
      Complex.conj_ofReal]
    ring
  -- each eigenvector contributes its weight times (l - a)(l - b)
  have h3 : inner ℂ (H x - (a : ℂ) • x) (e i) * inner ℂ (e i) (H x - (b : ℂ) • x)
      = (((l - a) * (l - b) * Complex.normSq (inner ℂ (e i) x) : ℝ) : ℂ) := by
    rw [h1, h2]
    push_cast
    rw [Complex.normSq_eq_conj_mul_self, inner_conj_symm]
    ring
  rw [h3, Complex.ofReal_re]
  apply mul_nonneg _ (Complex.normSq_nonneg _)
  rcases hgap l hev with h | h
  · exact mul_nonneg_of_nonpos_of_nonpos (by linarith) (by linarith)
  · exact mul_nonneg (by linarith) (by linarith)
```

The gap condition `hgap` says that each eigenvalue satisfies `μ ≤ a ∨ b ≤ μ`, so the endpoints themselves may be eigenvalues. The vector \(x\) need not be normalised here.

The proof takes the eigenbasis from Mathlib's spectral theorem for symmetric operators, and `l` is the eigenvalue \(\lambda_i\) belonging to `e i`. The rewrite with `e.sum_inner_mul_inner` inserts the resolution of the identity. The steps `h1` and `h2` compute the two overlaps, `h3` combines them into one weighted term, and the final case split is the sign argument above.

## (c) The Kato–Temple inequality

**Task.** Under the gap condition of (b), show that a unit vector \(x\) satisfies

\[
(E-a)(b-E)\le s^2 .
\]

**Solution.** By (b) the left side of the identity in (a) is nonnegative, so

\[
0\le s^2+(E-a)(E-b)=s^2-(E-a)(b-E),
\]

and rearranging gives the claim. The inequality carries information when \(a<E<b\): a state whose energy lies inside a gap must have a variance of at least the product of the distances to the two edges.

```lean
/-- Kato–Temple inequality: if no eigenvalue lies strictly between `a` and `b`, then
`(E - a)(b - E)` is at most the variance. -/
theorem kato_temple [FiniteDimensional ℂ V] {H : V →ₗ[ℂ] V} (hH : H.IsSymmetric)
    {a b : ℝ} (hab : a ≤ b)
    (hgap : ∀ μ : ℝ, HasEigenvalue H (μ : ℂ) → μ ≤ a ∨ b ≤ μ)
    {x : V} (hx : ‖x‖ = 1) :
    (energy H x - a) * (b - energy H x) ≤ variance H x := by
  have h := gap_positivity hH hab hgap x
  rw [shifted_product hH hx] at h
  linarith
```

The proof has the same two steps. It takes the positivity from `gap_positivity`, rewrites it with `shifted_product`, and rearranges. The version here is the one for finite-dimensional \(V\). The inequality also holds for self-adjoint operators on infinite-dimensional Hilbert spaces, including unbounded Hamiltonians, provided that \(x\) lies in the domain of \(H\) and that no point of the spectrum, whether an eigenvalue or not, lies strictly between \(a\) and \(b\). Excluding eigenvalues alone is not enough there, because the spectrum may have a continuous part.

## (d) The variational principle

**Task.** Let \(E_0\) be a lower bound on all eigenvalues of \(H\). Deduce from (c) that every unit vector satisfies

\[
E_0\le E .
\]

**Solution.** Suppose that \(E<E_0\). Set

\[
b=E_0,\qquad a=E-\frac{s^2+1}{E_0-E}.
\]

Then \(a<E<b\). No eigenvalue lies below \(E_0\), so none lies strictly between \(a\) and \(b\), and (c) applies. It gives

\[
\frac{s^2+1}{E_0-E}\,(E_0-E)=s^2+1\le s^2,
\]

which is a contradiction.

```lean
/-- Variational principle: a lower bound on all eigenvalues is a lower bound on the energy
of every unit vector. -/
theorem variational [FiniteDimensional ℂ V] {H : V →ₗ[ℂ] V} (hH : H.IsSymmetric)
    {E0 : ℝ} (hlow : ∀ μ : ℝ, HasEigenvalue H (μ : ℂ) → E0 ≤ μ)
    {x : V} (hx : ‖x‖ = 1) : E0 ≤ energy H x := by
  by_contra hlt
  have hd : 0 < E0 - energy H x := by linarith [not_le.mp hlt]
  have hs : 0 ≤ variance H x := sq_nonneg _
  have hq : 0 < (variance H x + 1) / (E0 - energy H x) := by positivity
  -- an interval reaching far enough below E0 violates the Kato–Temple inequality
  have h := kato_temple hH
    (a := energy H x - (variance H x + 1) / (E0 - energy H x)) (b := E0)
    (by linarith) (fun μ hμ => Or.inr (hlow μ hμ)) hx
  rw [sub_sub_cancel, div_mul_cancel₀ _ hd.ne'] at h
  linarith
```

In this theorem `E0` may be any lower bound on the spectrum and need not be an eigenvalue. The proof runs by contradiction with the same \(a\) and \(b\). The step `hq` says that the distance from \(E\) down to \(a\) is positive, and `div_mul_cancel₀` performs the cancellation that leaves \(s^2+1\le s^2\).

## (e) Temple's bound

**Task.** Now let \(E_0\) be the lowest eigenvalue of \(H\), and let every eigenvalue different from \(E_0\) be at least \(\rho\). Show that a unit vector with \(E<\rho\) satisfies

\[
E-\frac{s^2}{\rho-E}\le E_0 .
\]

**Solution.** Part (d) gives \(E_0\le E\), and with \(E<\rho\) this gives \(E_0<\rho\). An eigenvalue either equals \(E_0\) or is at least \(\rho\), so none lies strictly between them. Part (c) with \(a=E_0\) and \(b=\rho\) reads

\[
(E-E_0)(\rho-E)\le s^2 .
\]

Dividing by \(\rho-E>0\) gives \(E-E_0\le s^2/(\rho-E)\), which is the claim after rearrangement.

```lean
/-- Temple's bound: if `E0` is the lowest eigenvalue, all other eigenvalues are at least `ρ`,
and a unit vector has energy `E < ρ` and variance `s²`, then `E0 ≥ E - s² / (ρ - E)`. -/
theorem temple_bound [FiniteDimensional ℂ V] {H : V →ₗ[ℂ] V} (hH : H.IsSymmetric)
    {E0 ρ : ℝ} (hE0 : IsLeast {μ : ℝ | HasEigenvalue H (μ : ℂ)} E0)
    (hρ : ∀ μ : ℝ, HasEigenvalue H (μ : ℂ) → μ ≠ E0 → ρ ≤ μ)
    {x : V} (hx : ‖x‖ = 1) (hE : energy H x < ρ) :
    energy H x - variance H x / (ρ - energy H x) ≤ E0 := by
  have hvar : E0 ≤ energy H x := variational hH (fun μ hμ => hE0.2 hμ) hx
  have hgap : ∀ μ : ℝ, HasEigenvalue H (μ : ℂ) → μ ≤ E0 ∨ ρ ≤ μ := by
    intro μ hμ
    by_cases h : μ = E0
    · exact Or.inl h.le
    · exact Or.inr (hρ μ hμ h)
  have h := kato_temple hH (by linarith) hgap hx
  have h' := (le_div_iff₀ (sub_pos.mpr hE)).2 h
  linarith
```

The hypothesis `IsLeast` says that `E0` belongs to the set of eigenvalues and is a lower bound for it. The number `ρ` stands for prior knowledge about the excitation spectrum: it is a lower bound on the first level above the ground level. The theorem assumes this bound and does not supply it. A degenerate ground level is allowed, because `hρ` concerns only eigenvalues different from `E0`. In one dimension there are no such eigenvalues, every unit vector is an eigenvector, and the bound reduces to \(E_0\le E_0\).

In the proof, `hvar` is the variational principle, `hgap` translates the assumption on \(\rho\) into the gap condition of (c), and `le_div_iff₀` is the division by \(\rho-E\).

Together with (d), the bound encloses the lowest eigenvalue of a Hamiltonian matrix in a finite orthonormal basis, for instance a configuration-interaction matrix. The enclosure refers to that matrix and gives no information about the error due to the finite basis.

## (f) An eigenvalue near the energy

**Task.** Let \(x\) be a unit vector and \(r>0\) with \(s^2<r^2\). Show that \(H\) has an eigenvalue \(\mu\) with

\[
|\mu-E|<r .
\]

**Solution.** Suppose that every eigenvalue satisfies \(|\mu-E|\ge r\). Then none lies strictly between \(a=E-r\) and \(b=E+r\), and (c) gives

\[
(E-a)(b-E)=r^2\le s^2,
\]

contrary to the assumption.

```lean
/-- If `r > 0` and the variance of a unit vector is less than `r²`, some eigenvalue lies at a
distance less than `r` from its energy. -/
theorem exists_eigenvalue_near [FiniteDimensional ℂ V] {H : V →ₗ[ℂ] V}
    (hH : H.IsSymmetric) {x : V} (hx : ‖x‖ = 1) {r : ℝ} (hr : 0 < r)
    (hs : variance H x < r ^ 2) :
    ∃ μ : ℝ, HasEigenvalue H (μ : ℂ) ∧ |μ - energy H x| < r := by
  by_contra hno
  have h := kato_temple hH (a := energy H x - r) (b := energy H x + r) (by linarith)
    (fun μ hμ => by
      have hfar : r ≤ |μ - energy H x| := not_lt.mp fun hc => hno ⟨μ, hμ, hc⟩
      rcases le_abs.mp hfar with h | h
      · right; linarith
      · left; linarith) hx
  nlinarith
```

This result needs no knowledge of the excited levels. In exchange, it does not say which eigenvalue is near \(E\): a small variance alone does not identify the state as an approximate ground state. The proof is the argument above, with `hfar` stating that each eigenvalue is at least \(r\) away and `le_abs` deciding on which side of \(E\) it lies.

## (g) Equality for two-level superpositions

**Task.** Let \(Hu=E_0u\) and \(Hv=\rho v\), and let \(x=u+v\) be a unit vector with \(E<\rho\). Show that

\[
E-\frac{s^2}{\rho-E}=E_0 .
\]

**Solution.** Hermiticity gives \(\rho\langle v,u\rangle=\langle Hv,u\rangle=\langle v,Hu\rangle=E_0\langle v,u\rangle\), hence \((\rho-E_0)\langle v,u\rangle=0\). Each shift removes one component of \(x\):

\[
(H-E_0)x=(\rho-E_0)v,\qquad (H-\rho)x=(E_0-\rho)u .
\]

The inner product of these two vectors is \((\rho-E_0)(E_0-\rho)\langle v,u\rangle=0\). Part (a) with \(a=E_0\) and \(b=\rho\) then gives

\[
s^2=(E-E_0)(\rho-E).
\]

Dividing by \(\rho-E>0\) yields \(s^2/(\rho-E)=E-E_0\), which is the claim.

The components \(u\) and \(v\) are not normalised separately. They are orthogonal: if \(\rho=E_0\), then \(x\) would be an eigenvector with \(E=\rho\), contrary to \(E<\rho\), so \(\rho\ne E_0\) and \(\langle v,u\rangle=0\). With the excited-state weight \(p=\|v\|^2\) and \(\|u\|^2=1-p\), the values are

\[
E=(1-p)E_0+p\rho,\qquad s^2=p(1-p)(\rho-E_0)^2 .
\]

```lean
/-- Temple's expression equals `E0` for a unit vector `u + v` of energy below `ρ`, where
`H u = E0 u` and `H v = ρ v`. -/
theorem temple_sharp {H : V →ₗ[ℂ] V} (hH : H.IsSymmetric) {E0 ρ : ℝ} {u v : V}
    (hu : H u = (E0 : ℂ) • u) (hv : H v = (ρ : ℂ) • v) (hx : ‖u + v‖ = 1)
    (hE : energy H (u + v) < ρ) :
    energy H (u + v) - variance H (u + v) / (ρ - energy H (u + v)) = E0 := by
  have horth : ((ρ : ℂ) - E0) * inner ℂ v u = 0 := by
    have h := hH v u
    rw [hu, hv, inner_smul_left, inner_smul_right, Complex.conj_ofReal] at h
    linear_combination h
  -- each shift removes one of the two components
  have h1 : H (u + v) - (E0 : ℂ) • (u + v) = ((ρ : ℂ) - E0) • v := by
    rw [map_add, hu, hv]
    module
  have h2 : H (u + v) - (ρ : ℂ) • (u + v) = ((E0 : ℂ) - ρ) • u := by
    rw [map_add, hu, hv]
    module
  have h3 : inner ℂ (((ρ : ℂ) - E0) • v) (((E0 : ℂ) - ρ) • u) = (0 : ℂ) := by
    rw [inner_smul_left, inner_smul_right, map_sub, Complex.conj_ofReal,
      Complex.conj_ofReal]
    linear_combination ((E0 : ℂ) - ρ) * horth
  have h := shifted_product hH hx E0 ρ
  rw [h1, h2, h3, Complex.zero_re] at h
  have hs : variance H (u + v)
      = (energy H (u + v) - E0) * (ρ - energy H (u + v)) := by linarith
  rw [hs, mul_div_cancel_right₀ _ (sub_pos.mpr hE).ne']
  ring

end

end TempleBound
```

The theorem uses only the two eigenvector equations, Hermiticity, the normalisation of the sum and \(E<\rho\). It does not require `E0` to be the lowest eigenvalue. In the proof, `horth` is the relation \((\rho-E_0)\langle v,u\rangle=0\), `h1` and `h2` are the shifted vectors, and `h3` is their vanishing inner product. The identity from (a) then gives the variance in `hs`.

Two-level systems also show why (e) cannot be sharpened using \(E\), \(s^2\) and \(\rho\) alone. Given \(E<\rho\) and \(s^2\ge 0\), take levels \(E_0=E-s^2/(\rho-E)\) and \(\rho\), with weight \(p=(E-E_0)/(\rho-E_0)\) on the upper one. This state has the prescribed energy and variance, and its lowest level sits exactly at Temple's value.

```lean
#print axioms TempleBound.temple_bound
#print axioms TempleBound.exists_eigenvalue_near
#print axioms TempleBound.temple_sharp
```

```
'TempleBound.temple_bound' depends on axioms: [propext, Classical.choice, Quot.sound]
'TempleBound.exists_eigenvalue_near' depends on axioms: [propext, Classical.choice, Quot.sound]
'TempleBound.temple_sharp' depends on axioms: [propext, Classical.choice, Quot.sound]
```
